# In an energy eigenstate, a harmonic phonon mode coupled linearly to a density \(n\) has mean displacement \(\langle a+a^\dagger\rangle=-2g\langle n\rangle/w\)

Without an exact relation between lattice displacement and electronic density, a wrong sign or a lost factor of two in the coupling of an electron-phonon calculation can go unnoticed: the energies look plausible, and the interacting eigenstate is in general not known in closed form for comparison. For a single mode with lowering operator \(a\), raising operator \(b=a^\dagger\) and Hamiltonian

\[
H = w\,ba + g\,n(a+b) + K ,
\]

such a relation exists whenever \(n\) and \(K\) are symmetric and commute with the mode. Every normalised eigenstate then has \(\langle a+b\rangle=-2g\langle n\rangle/w\), for real \(g\) and real \(w\neq 0\). Here \(a+b\) is the displacement in units of the root-mean-square zero-point displacement of the uncoupled mode, \(w\) is the phonon energy, \(g\) the coupling energy, \(n\) the electronic density that pushes on the mode, and \(K\) everything else.

## The mode, the density and the remainder

```lean
import Mathlib

open scoped InnerProductSpace

namespace PhononDisplacementSumRule

noncomputable section

variable {V : Type*} [NormedAddCommGroup V] [InnerProductSpace ℂ V]
```

`V` is the space of states, a complex inner-product space that need not be complete. The inner product `⟪x, y⟫_ℂ` is \(\langle x,y\rangle\), conjugate-linear in the first slot as in Dirac notation.

```lean
/-- A phonon mode with lowering map `a` and raising map `b`, together with an electronic
density `n` and a remainder `K`, both symmetric and commuting with `a`. -/
structure IsPhononMode (a b n K : Module.End ℂ V) : Prop where
  adj : ∀ x y, ⟪a x, y⟫_ℂ = ⟪x, b y⟫_ℂ
  ccr : a * b - b * a = 1
  n_symm : ∀ x y, ⟪n x, y⟫_ℂ = ⟪x, n y⟫_ℂ
  K_symm : ∀ x y, ⟪K x, y⟫_ℂ = ⟪x, K y⟫_ℂ
  n_comm : n * a = a * n
  K_comm : K * a = a * K
```

`Module.End ℂ V` is the type of linear maps from `V` to itself, and `*` is their composition. The structure `IsPhononMode` lists what is assumed:

- `adj`: \(\langle ax,y\rangle=\langle x,by\rangle\), so \(b\) is the adjoint of \(a\);
- `ccr`: \(ab-ba=1\);
- `n_symm`, `K_symm`: \(n\) and \(K\) are symmetric;
- `n_comm`, `K_comm`: both commute with \(a\).

The last line expresses that \(n\) and \(K\) act on other degrees of freedom. They need not commute with each other, so \(K\) may contain electron hopping, electron-electron interaction and all other phonon modes with their couplings to the electrons. In a Holstein model one takes the mode and density of one site and puts the rest into \(K\). Anharmonic terms in the chosen mode are excluded.

The maps are defined on all of `V`, which avoids questions of operator domains but restricts the space. A nonzero finite-dimensional `V` is impossible, since the trace of \(ab-ba\) vanishes while the trace of \(1\) does not.

```lean
-- Remark: the standard instance is the oscillator on finite combinations of number states,
-- tensored with an electronic space; its construction is not carried out here.

/-- The electron-phonon Hamiltonian `w b a + g n (a + b) + K`. -/
def hamiltonian (w g : ℝ) (a b n K : Module.End ℂ V) : Module.End ℂ V :=
  (w : ℂ) • (b * a) + (g : ℂ) • (n * (a + b)) + K
```

`hamiltonian` is \(H\) as written above. The sign `•` multiplies a map by a scalar, and `(w : ℂ)` is the real number \(w\) regarded as complex.

The comment names finite combinations of number states as the standard example. They satisfy the relations, but an eigenvector must itself lie in `V`, and a coherent state, the ground state of a uniformly shifted oscillator, is an infinite combination. A suitable larger choice consists of states whose number amplitudes decay faster than any power, provided that \(n\) and \(K\) map this space to itself.

```lean
/-- The combination `w a + g n` of lowering map and density. -/
def displacedMode (w g : ℝ) (a n : Module.End ℂ V) : Module.End ℂ V :=
  (w : ℂ) • a + (g : ℂ) • n
```

`displacedMode` is the abbreviation \(D=wa+gn\). The sum rule will say that its expectation vanishes.

## Symmetry of the Hamiltonian

```lean
variable {a b n K : Module.End ℂ V}

/-- The density also commutes with the raising map. -/
theorem density_comm_raising (h : IsPhononMode a b n K) : n * b = b * n := by
  ext y
  apply ext_inner_left ℂ
  intro x
  have hx : n (a x) = a (n x) := LinearMap.congr_fun h.n_comm x
  simp only [Module.End.mul_apply]
  rw [← h.n_symm, ← h.adj, ← h.adj, ← h.n_symm, hx]
```

A Lean theorem has a name, its hypotheses, a colon, the statement, and after `:= by` the proof. This one says \(nb=bn\), which follows by moving operators across the inner product:

\[
\langle x,nby\rangle=\langle nx,by\rangle=\langle anx,y\rangle=\langle nax,y\rangle=\langle ax,ny\rangle=\langle x,bny\rangle .
\]

Since \(x\) is arbitrary, \(nby=bny\); that is the role of `ext_inner_left`. The command `rw` rewrites with the named equations, one for each move.

```lean
/-- The electron-phonon Hamiltonian is symmetric. -/
theorem hamiltonian_symm (h : IsPhononMode a b n K) (w g : ℝ) (x y : V) :
    ⟪hamiltonian w g a b n K x, y⟫_ℂ = ⟪x, hamiltonian w g a b n K y⟫_ℂ := by
  have adjb : ∀ x y, ⟪b x, y⟫_ℂ = ⟪x, a y⟫_ℂ := fun x y => by
    rw [← inner_conj_symm, ← h.adj, inner_conj_symm]
  have nb : n (b y) = b (n y) := LinearMap.congr_fun (density_comm_raising h) y
  have na : n (a y) = a (n y) := LinearMap.congr_fun h.n_comm y
  have e1 : ⟪b (a x), y⟫_ℂ = ⟪x, b (a y)⟫_ℂ := by rw [adjb, h.adj]
  have e2 : ⟪n (a x), y⟫_ℂ = ⟪x, n (b y)⟫_ℂ := by rw [h.n_symm, h.adj, nb]
  have e3 : ⟪n (b x), y⟫_ℂ = ⟪x, n (a y)⟫_ℂ := by rw [h.n_symm, adjb, na]
  simp only [hamiltonian, LinearMap.add_apply, LinearMap.smul_apply, Module.End.mul_apply,
    map_add, inner_add_left, inner_add_right, inner_smul_left, inner_smul_right,
    Complex.conj_ofReal, e1, e2, e3, h.K_symm x y]
  ring
```

The statement is \(\langle Hx,y\rangle=\langle x,Hy\rangle\). By hand, with \(b^\dagger=a\),

\[
(ba)^\dagger=ba,\qquad (na)^\dagger=bn=nb,\qquad (nb)^\dagger=an=na .
\]

The two coupling terms exchange places, and their sum is symmetric. The equations `e1`, `e2` and `e3` are these three statements inside an inner product. `simp only` expands \(H\) and inserts them, using that \(w\) and \(g\) are real, and `ring` compares the remaining scalars.

## Commutators with the lowering operator

```lean
/-- The commutator of the Hamiltonian with the lowering map is `-(w a + g n)`. -/
theorem commutator_lowering (h : IsPhononMode a b n K) (w g : ℝ) :
    hamiltonian w g a b n K * a - a * hamiltonian w g a b n K = -displacedMode w g a n := by
  have h1 : b * a * a - a * (b * a) = -a := by
    calc b * a * a - a * (b * a) = -((a * b - b * a) * a) := by noncomm_ring
      _ = -a := by rw [h.ccr, one_mul]
  have h2 : n * (a + b) * a - a * (n * (a + b)) = -n := by
    calc n * (a + b) * a - a * (n * (a + b))
        = -(n * (a * b - b * a)) + (n * a - a * n) * (a + b) := by noncomm_ring
      _ = -n := by rw [h.ccr, h.n_comm, sub_self, zero_mul, add_zero, mul_one]
  calc hamiltonian w g a b n K * a - a * hamiltonian w g a b n K
      = (w : ℂ) • (b * a * a - a * (b * a))
        + (g : ℂ) • (n * (a + b) * a - a * (n * (a + b))) + (K * a - a * K) := by
        simp only [hamiltonian, add_mul, mul_add, smul_mul_assoc, mul_smul_comm]
        module
    _ = -displacedMode w g a n := by
        rw [h1, h2, h.K_comm, sub_self, displacedMode]
        module
```

The claim is \([H,a]=-(wa+gn)\). Term by term,

\[
[ba,a]=-(ab-ba)a=-a,
\]
\[
[n(a+b),a]=n(ba-ab)=-n,\qquad [K,a]=0 .
\]

`h1` and `h2` are the first two results. In them `noncomm_ring` rearranges products without changing the order of factors, and `h.ccr` inserts the canonical commutator. The final `calc` block, a chain of equalities, adds the pieces with weights \(w\) and \(g\).

A tempting start is to commute \(H\) with the displacement \(a+b\) itself. This gives \([H,a+b]=w(b-a)\), in which the density has cancelled; its expectation says only that the mean momentum vanishes. Commuting with \(a\), as here, or with the momentum-like combination \(a-b\) keeps the density and does give the displacement.

```lean
/-- The commutator of the Hamiltonian with `a ^ (m + 1)` is `-(m + 1) (w a + g n) a ^ m`. -/
theorem commutator_lowering_pow (h : IsPhononMode a b n K) (w g : ℝ) (m : ℕ) :
    hamiltonian w g a b n K * a ^ (m + 1) - a ^ (m + 1) * hamiltonian w g a b n K
      = -(((m : ℂ) + 1) • (displacedMode w g a n * a ^ m)) := by
  have hac : Commute a (displacedMode w g a n) := by
    change a * displacedMode w g a n = displacedMode w g a n * a
    simp only [displacedMode, mul_add, add_mul, mul_smul_comm, smul_mul_assoc, h.n_comm]
  induction m with
  | zero =>
    rw [zero_add, pow_one, pow_zero, mul_one, commutator_lowering h]
    simp
  | succ k ih =>
    -- Leibniz rule for the commutator with a product
    calc hamiltonian w g a b n K * a ^ (k + 1 + 1) - a ^ (k + 1 + 1) * hamiltonian w g a b n K
        = (hamiltonian w g a b n K * a ^ (k + 1) - a ^ (k + 1) * hamiltonian w g a b n K) * a
          + a ^ (k + 1) * (hamiltonian w g a b n K * a - a * hamiltonian w g a b n K) := by
          rw [pow_succ a (k + 1)]
          simp only [sub_mul, mul_sub, mul_assoc]
          abel
      _ = (-(((k : ℂ) + 1) • (displacedMode w g a n * a ^ k))) * a
          + a ^ (k + 1) * (-displacedMode w g a n) := by rw [ih, commutator_lowering h]
      _ = _ := by
          rw [mul_neg, (hac.pow_left (k + 1)).eq, neg_mul, smul_mul_assoc, mul_assoc,
            ← pow_succ]
          push_cast
          module
```

For every natural number \(m\), including zero,

\[
[H,a^{m+1}]=-(m+1)\,D\,a^m .
\]

The proof is by induction. The case \(m=0\) is the previous theorem. If the formula holds for \(m=k\), the Leibniz rule gives

\[
[H,a^{k+2}]=[H,a^{k+1}]\,a+a^{k+1}[H,a]
\]
\[
=-(k+1)D\,a^{k+1}-a^{k+1}D=-(k+2)D\,a^{k+1},
\]

because \(D\) commutes with \(a\), which is the auxiliary statement `hac`. The three steps of the `calc` block are the Leibniz rule, the insertion of the two known commutators, and the collection of terms.

## Expectation values in an eigenvector

```lean
/-- Hypervirial theorem: the commutator of the Hamiltonian with any linear map `X` has
zero expectation in an eigenvector. -/
theorem hypervirial (h : IsPhononMode a b n K) {w g : ℝ} {ε : ℂ} {v : V}
    (hv : hamiltonian w g a b n K v = ε • v) (X : Module.End ℂ V) :
    ⟪v, (hamiltonian w g a b n K * X - X * hamiltonian w g a b n K) v⟫_ℂ = 0 := by
  by_cases hv0 : v = 0
  · simp [hv0]
  · -- the eigenvalue is real because the Hamiltonian is symmetric
    have hε : (starRingEnd ℂ) ε = ε := by
      have hs := hamiltonian_symm h w g v v
      rw [hv, inner_smul_left, inner_smul_right] at hs
      exact mul_right_cancel₀ (inner_self_ne_zero.mpr hv0) hs
    rw [LinearMap.sub_apply, Module.End.mul_apply, Module.End.mul_apply, inner_sub_right,
      ← hamiltonian_symm h, hv, map_smul, inner_smul_left, inner_smul_right, hε, sub_self]
```

Let \(Hv=\varepsilon v\). For any linear map \(X\),

\[
\langle v,[H,X]v\rangle=\langle Hv,Xv\rangle-\langle v,XHv\rangle=(\bar\varepsilon-\varepsilon)\langle v,Xv\rangle=0 .
\]

The eigenvalue `ε` enters as a complex number, so its reality has to be shown. Symmetry gives \(\bar\varepsilon\langle v,v\rangle=\varepsilon\langle v,v\rangle\), and one may divide by \(\langle v,v\rangle\) if \(v\neq0\). The hypothesis `hv` also admits \(v=0\), for which the claim is trivial; `by_cases` separates the two.

```lean
/-- Moment hierarchy: in every eigenvector `w ⟨a ^ (m + 1)⟩ = -g ⟨n a ^ m⟩`. -/
theorem moment_sum_rule (h : IsPhononMode a b n K) {w g : ℝ} {ε : ℂ} {v : V}
    (hv : hamiltonian w g a b n K v = ε • v) (m : ℕ) :
    (w : ℂ) * ⟪v, (a ^ (m + 1)) v⟫_ℂ = -((g : ℂ) * ⟪v, n ((a ^ m) v)⟫_ℂ) := by
  have hz := hypervirial h hv (a ^ (m + 1))
  rw [commutator_lowering_pow h, LinearMap.neg_apply, LinearMap.smul_apply, inner_neg_right,
    inner_smul_right, neg_eq_zero] at hz
  have h0 := (mul_eq_zero.mp hz).resolve_left (Nat.cast_add_one_ne_zero m)
  have hd : displacedMode w g a n * a ^ m
      = (w : ℂ) • a ^ (m + 1) + (g : ℂ) • (n * a ^ m) := by
    rw [displacedMode, add_mul, smul_mul_assoc, smul_mul_assoc, ← pow_succ']
  rw [hd, LinearMap.add_apply, LinearMap.smul_apply, LinearMap.smul_apply,
    Module.End.mul_apply, inner_add_right, inner_smul_right, inner_smul_right] at h0
  linear_combination h0
```

Taking \(X=a^{m+1}\) and dividing by \(-(m+1)\) yields \(\langle v,D\,a^m v\rangle=0\), or

\[
w\,\langle v,a^{m+1}v\rangle=-g\,\langle v,n\,a^m v\rangle .
\]

In the code `hz` is the vanishing expectation, `h0` is what remains after removing the nonzero factor \(m+1\), and `hd` writes out \(D\,a^m\). The tactic `linear_combination h0` confirms that the goal is a rearrangement of `h0`. In general the hierarchy is not closed, since for \(m\ge1\) the moment of \(a\) is tied to a mixed moment with the density.

```lean
/-- Displacement sum rule: every eigenvector, normalised or not, satisfies
`⟨a + b⟩ = -2 g ⟨n⟩ / w`. -/
theorem displacement_sum_rule (h : IsPhononMode a b n K) {w g : ℝ} (hw : w ≠ 0) {ε : ℂ}
    {v : V} (hv : hamiltonian w g a b n K v = ε • v) :
    ⟪v, (a + b) v⟫_ℂ = -2 * (g : ℂ) * ⟪v, n v⟫_ℂ / (w : ℂ) := by
  have h1 : (w : ℂ) * ⟪v, a v⟫_ℂ = -((g : ℂ) * ⟪v, n v⟫_ℂ) := by
    simpa using moment_sum_rule h hv 0
  -- complex conjugation turns the rule for `a` into the rule for `b`
  have h2 := congrArg (starRingEnd ℂ) h1
  simp only [map_mul, map_neg, Complex.conj_ofReal, inner_conj_symm] at h2
  rw [h.n_symm, h.adj] at h2
  have hw' : (w : ℂ) ≠ 0 := Complex.ofReal_ne_zero.mpr hw
  rw [eq_div_iff hw', LinearMap.add_apply, inner_add_right]
  linear_combination h1 + h2
```

This is the displacement sum rule. For \(m=0\) the hierarchy reads \(w\langle v,av\rangle=-g\langle v,nv\rangle\). Its complex conjugate is

\[
w\,\langle v,bv\rangle=-g\,\langle v,nv\rangle ,
\]

because \(\overline{\langle v,av\rangle}=\langle av,v\rangle=\langle v,bv\rangle\) and \(\langle v,nv\rangle\) is real. Adding the two and dividing by \(w\neq0\) gives

\[
\langle v,(a+b)v\rangle=-\frac{2g}{w}\,\langle v,nv\rangle .
\]

`h1` and `h2` are the two equations, and the last line adds them. The vector need not be normalised: both sides scale with \(\langle v,v\rangle\), and for a nonzero vector division by it gives the physical averages, \(\langle a+b\rangle=-2g\langle n\rangle/w\).

For numerical work on a finite model with one such harmonic, linearly coupled mode singled out, the rule is a check on computed eigenstates. If the phonon basis is truncated, the canonical commutator fails in the highest number state kept, so a converged eigenvector of a correctly coded Hamiltonian that violates the rule has weight in that state. Apart from this truncation error, a wrong sign or factor in the coded coupling shows up as a violation when the rule is evaluated with the intended \(g\) and \(\langle n\rangle\neq0\).

## Transitions and phonon number

```lean
/-- Transition rule: eigenvectors `u`, `v` with energies `E`, `F` satisfy
`(E - F + w) ⟨u, a v⟩ = -g ⟨u, n v⟩`. -/
theorem transition_sum_rule (h : IsPhononMode a b n K) {w g E F : ℝ} {u v : V}
    (hu : hamiltonian w g a b n K u = (E : ℂ) • u)
    (hv : hamiltonian w g a b n K v = (F : ℂ) • v) :
    ((E : ℂ) - F + w) * ⟪u, a v⟫_ℂ = -((g : ℂ) * ⟪u, n v⟫_ℂ) := by
  have hc := congrArg (fun T : Module.End ℂ V => ⟪u, T v⟫_ℂ) (commutator_lowering h w g)
  simp only [displacedMode, LinearMap.sub_apply, Module.End.mul_apply, LinearMap.neg_apply,
    LinearMap.add_apply, LinearMap.smul_apply, inner_sub_right, inner_neg_right,
    inner_add_right, inner_smul_right] at hc
  rw [← hamiltonian_symm h, hu, hv, map_smul, inner_smul_left, inner_smul_right,
    Complex.conj_ofReal] at hc
  linear_combination hc
```

Now there are two eigenvectors, \(Hu=Eu\) and \(Hv=Fv\), with real energies. Placing \([H,a]=-(wa+gn)\) between them gives

\[
(E-F)\langle u,av\rangle=-w\langle u,av\rangle-g\langle u,nv\rangle ,
\]

and therefore

\[
(E-F+w)\,\langle u,av\rangle=-g\,\langle u,nv\rangle .
\]

`hc` is the commutator identity between \(u\) and \(v\); the `rw` step lets \(H\) act to the left on \(u\) and to the right on \(v\). A phonon matrix element is thus fixed by a density matrix element, except at resonance, \(F=E+w\), where the rule instead forces \(g\langle u,nv\rangle=0\).

```lean
/-- In a unit eigenvector the mean phonon number `⟨b a⟩` is at least `|g ⟨n⟩ / w| ^ 2`. -/
theorem phonon_number_bound (h : IsPhononMode a b n K) {w g : ℝ} (hw : w ≠ 0) {ε : ℂ}
    {v : V} (hv : hamiltonian w g a b n K v = ε • v) (hunit : ‖v‖ = 1) :
    ‖(g : ℂ) * ⟪v, n v⟫_ℂ / (w : ℂ)‖ ^ 2 ≤ (⟪v, (b * a) v⟫_ℂ).re := by
  have h1 : (w : ℂ) * ⟪v, a v⟫_ℂ = -((g : ℂ) * ⟪v, n v⟫_ℂ) := by
    simpa using moment_sum_rule h hv 0
  have hw' : (w : ℂ) ≠ 0 := Complex.ofReal_ne_zero.mpr hw
  have h2 : (g : ℂ) * ⟪v, n v⟫_ℂ / (w : ℂ) = -⟪v, a v⟫_ℂ := by
    rw [div_eq_iff hw']
    linear_combination h1
  have h3 : (⟪a v, a v⟫_ℂ).re = ‖a v‖ ^ 2 := inner_self_eq_norm_sq (𝕜 := ℂ) (a v)
  -- Cauchy-Schwarz for `v` and `a v`
  have h4 : ‖⟪v, a v⟫_ℂ‖ ≤ ‖a v‖ := by
    have hcs := norm_inner_le_norm (𝕜 := ℂ) v (a v)
    rwa [hunit, one_mul] at hcs
  rw [h2, norm_neg, Module.End.mul_apply, ← h.adj, h3]
  exact pow_le_pow_left₀ (norm_nonneg _) h4 2

end

end PhononDisplacementSumRule
```

The hypothesis `hunit` makes \(v\) a unit vector. The sum rule for \(a\) and the Cauchy–Schwarz inequality give

\[
\left|\frac{g\langle n\rangle}{w}\right|^2=|\langle v,av\rangle|^2\le\|av\|^2=\langle v,ba\,v\rangle .
\]

An eigenstate with nonzero \(g\langle n\rangle\) therefore contains, on average, at least the number of phonons that its mean displacement requires. In the code `h2` is the sum rule solved for \(\langle v,av\rangle\), `h3` identifies \(\langle av,av\rangle\) with \(\|av\|^2\), and `h4` is Cauchy–Schwarz with \(\|v\|=1\). The suffix `.re` takes the real part, because Lean treats the inner product as a complex number even where its value is real.

```lean
#print axioms PhononDisplacementSumRule.displacement_sum_rule
#print axioms PhononDisplacementSumRule.transition_sum_rule
#print axioms PhononDisplacementSumRule.phonon_number_bound
```

```
'PhononDisplacementSumRule.displacement_sum_rule' depends on axioms: [propext, Classical.choice, Quot.sound]
'PhononDisplacementSumRule.transition_sum_rule' depends on axioms: [propext, Classical.choice, Quot.sound]
'PhononDisplacementSumRule.phonon_number_bound' depends on axioms: [propext, Classical.choice, Quot.sound]
```
